# Photon loss of transmissivity η maps |α⟩⟨−α| to exp(−2|α|²(1 − η)) |√η α⟩⟨−√η α|

To find how much coherence between two opposite coherent states survives in a lossy optical mode, we describe states by their number amplitudes and loss by one Kraus map for each number l of lost photons. The transmissivity η, with 0 ≤ η ≤ 1, is the fraction of the mean photon number that remains.

## Coherent states under loss

For a complex amplitude α, the normalised coherent state has number amplitudes

c_n(α) = exp(−|α|²/2) αⁿ / √(n!).

Losing l photons, which happens with probability ‖K_l ψ‖², takes a normalised state ψ to the unnormalised vector with amplitudes

(K_l ψ)_n = √(C(n+l, l) ηⁿ (1−η)^l) ψ_(n+l),

where C(n+l, l) is the binomial coefficient. The weight under the square root is the probability that, of n+l photons, each kept independently with probability η, exactly l are lost.

The lost photons are not observed, so the image of |α⟩⟨β| has the number-basis element

∑_l (K_l c(α))_n (K_l c(β))_m*.

## The cat-state coherence in Lean

`cat_coherence` says that for every complex α and all n, m, the series with β = −α converges to

exp(−2|α|²(1−η)) c_n(√η α) c_m(−√η α)*.

Here `coherent α n` is c_n(α), `kraus η l ψ n` is (K_l ψ)_n, and `conj` is the complex conjugation that belongs to the bra. For real α it has no effect. `HasSum` states convergence together with the value. The hypotheses `h0` and `h1` confine η to [0,1].

The Kraus maps are a definition. That a real device acts by them, as a beam splitter with vacuum at its other input would, is a physical assumption; thermal photons and dephasing are absent.

## From one lost photon number to the sum

Since C(n+l, l)/(n+l)! = 1/(n! l!), the square roots separate:

(K_l c(α))_n = exp(−|α|²/2) · (√(1−η) α)^l/√(l!) · (√η α)ⁿ/√(n!).

Splitting |α|² = (1−η)|α|² + η|α|² in the exponential gives

(K_l c(α))_n = c_l(√(1−η) α) c_n(√η α).

The lost and the remaining light are each in a coherent state. The sum over l therefore involves only the lost light. For any amplitudes γ and δ, the exponential series gives

∑_l c_l(γ) c_l(δ)* = exp(−(|γ|²+|δ|²)/2) ∑_l (γδ*)^l/l! = exp(γδ* − (|γ|²+|δ|²)/2).

With γ = √(1−η) α and δ = √(1−η) β, this overlap is

exp((1−η)(αβ* − (|α|²+|β|²)/2)).

For β = −α we have αβ* = −|α|², and the exponent becomes −2|α|²(1−η). For β = α it is zero, so |α⟩⟨α| becomes |√η α⟩⟨√η α| with prefactor one: the amplitude shrinks, but the weight of the term does not.

## An even cat state at ten per cent loss

Take the normalised state A(|α⟩ + |−α⟩), with A² = 1/(2 + 2 exp(−2|α|²)). Writing ζ = √η α for the amplitude of the remaining light and D = exp(−2|α|²(1−η)), its density matrix after loss is

A² [ |ζ⟩⟨ζ| + |−ζ⟩⟨−ζ| + D (|ζ⟩⟨−ζ| + |−ζ⟩⟨ζ|) ].

For |α|² = 4 and η = 0.9, |ζ|² is 3.6 and D = exp(−0.8) ≈ 0.45. In a simulation of pure loss that starts from such a cat state, this formula replaces propagation of a truncated number-basis matrix by an update of ζ and D.

## The Lean file and its proof

```lean
import Mathlib

open ComplexConjugate

namespace CatStateLoss

noncomputable section

/-- Number-basis amplitudes of the coherent state with complex amplitude `α`. -/
def coherent (α : ℂ) (n : ℕ) : ℂ :=
  (Real.exp (-‖α‖ ^ 2 / 2) : ℂ) * α ^ n / (√(n.factorial : ℝ) : ℂ)

/-- The Kraus map of photon loss in which `l` photons are lost, for a transmissivity `η`
between 0 and 1, acting on number-basis amplitudes. -/
def kraus (η : ℝ) (l : ℕ) (ψ : ℕ → ℂ) (n : ℕ) : ℂ :=
  (√(((n + l).choose l : ℝ) * η ^ n * (1 - η) ^ l) : ℂ) * ψ (n + l)

/-- For transmissivity between 0 and 1, the probability of finding `N` photons is shared out
without remainder among all ways of keeping `n` and losing `l` photons with `n + l = N`. -/
theorem kraus_probability {η : ℝ} (h0 : 0 ≤ η) (h1 : η ≤ 1) (ψ : ℕ → ℂ) (N : ℕ) :
    ∑ p ∈ Finset.HasAntidiagonal.antidiagonal N, ‖kraus η p.2 ψ p.1‖ ^ 2 = ‖ψ N‖ ^ 2 := by
  have hterm : ∀ p ∈ Finset.HasAntidiagonal.antidiagonal N, ‖kraus η p.2 ψ p.1‖ ^ 2 =
      (N.choose p.1 • (η ^ p.1 * (1 - η) ^ p.2)) * ‖ψ N‖ ^ 2 := by
    intro p hp
    have hN := Finset.HasAntidiagonal.mem_antidiagonal.mp hp
    have hc : (p.1 + p.2).choose p.2 = (p.1 + p.2).choose p.1 := Nat.choose_symm_add.symm
    have hpos : 0 ≤ ((p.1 + p.2).choose p.2 : ℝ) * η ^ p.1 * (1 - η) ^ p.2 :=
      mul_nonneg (mul_nonneg (Nat.cast_nonneg _) (pow_nonneg h0 _))
        (pow_nonneg (sub_nonneg.mpr h1) _)
    rw [← hN, kraus, norm_mul, Complex.norm_real, Real.norm_of_nonneg (Real.sqrt_nonneg _),
      mul_pow, Real.sq_sqrt hpos, hc, nsmul_eq_mul]
    ring
  -- the weights add up to a binomial expansion of one
  rw [Finset.sum_congr rfl hterm, ← Finset.sum_mul, ← (Commute.all η (1 - η)).add_pow',
    add_sub_cancel, one_pow, one_mul]

/-- Scaling a complex number by `√s`, with `s ≥ 0`, scales its squared modulus by `s`. -/
theorem photon_number_scaled {s : ℝ} (hs : 0 ≤ s) (α : ℂ) :
    ‖(√s : ℂ) * α‖ ^ 2 = s * ‖α‖ ^ 2 := by
  rw [norm_mul, Complex.norm_real, Real.norm_of_nonneg (Real.sqrt_nonneg s), mul_pow,
    Real.sq_sqrt hs]

/-- For transmissivity between 0 and 1, a coherent state splits into a product of two coherent
amplitudes, one for the `l` lost photons and one for the `n` photons that remain. -/
theorem kraus_coherent {η : ℝ} (h0 : 0 ≤ η) (h1 : η ≤ 1) (α : ℂ) (l n : ℕ) :
    kraus η l (coherent α) n =
      coherent ((√(1 - η) : ℂ) * α) l * coherent ((√η : ℂ) * α) n := by
  have h1' : 0 ≤ 1 - η := sub_nonneg.mpr h1
  have hpow : ∀ x : ℝ, 0 ≤ x → ∀ k : ℕ, √(x ^ k) = √x ^ k := by
    intro x hx k
    induction k with
    | zero => simp
    | succ k ih => rw [pow_succ, Real.sqrt_mul (pow_nonneg hx k), ih, pow_succ]
  have hfac : ((n + l).factorial : ℝ) =
      ((n + l).choose l : ℝ) * (l.factorial : ℝ) * (n.factorial : ℝ) := by
    have h := Nat.choose_mul_factorial_mul_factorial (Nat.le_add_left l n)
    rw [Nat.add_sub_cancel] at h
    exact_mod_cast h.symm
  -- the binomial weight turns the joint factorial into two separate ones
  have hw : √(((n + l).choose l : ℝ) * η ^ n * (1 - η) ^ l) / √((n + l).factorial : ℝ) =
      √η ^ n * √(1 - η) ^ l / (√(n.factorial : ℝ) * √(l.factorial : ℝ)) := by
    have hC : 0 < √((n + l).choose l : ℝ) :=
      Real.sqrt_pos.mpr (Nat.cast_pos.mpr (Nat.choose_pos (Nat.le_add_left l n)))
    have hn : 0 < √(n.factorial : ℝ) :=
      Real.sqrt_pos.mpr (Nat.cast_pos.mpr n.factorial_pos)
    have hl : 0 < √(l.factorial : ℝ) :=
      Real.sqrt_pos.mpr (Nat.cast_pos.mpr l.factorial_pos)
    rw [hfac, Real.sqrt_mul (by positivity), Real.sqrt_mul (by positivity),
      Real.sqrt_mul (by positivity), Real.sqrt_mul (by positivity), hpow η h0,
      hpow (1 - η) h1']
    field_simp
  have hw' := congrArg (fun x : ℝ => (x : ℂ)) hw
  simp only [Complex.ofReal_mul, Complex.ofReal_div, Complex.ofReal_pow] at hw'
  -- the squared modulus of `α` in the exponent is divided between the two parts
  have he : Real.exp (-‖α‖ ^ 2 / 2) = Real.exp (-‖(√(1 - η) : ℂ) * α‖ ^ 2 / 2) *
      Real.exp (-‖(√η : ℂ) * α‖ ^ 2 / 2) := by
    rw [← Real.exp_add, photon_number_scaled h1', photon_number_scaled h0]
    congr 1
    ring
  simp only [kraus, coherent]
  rw [he, Complex.ofReal_mul]
  generalize Real.exp (-‖(√(1 - η) : ℂ) * α‖ ^ 2 / 2) = a
  generalize Real.exp (-‖(√η : ℂ) * α‖ ^ 2 / 2) = b
  linear_combination ((a : ℂ) * (b : ℂ) * α ^ (n + l)) * hw'

/-- The overlap of two coherent states, as a convergent sum over photon numbers. -/
theorem coherent_overlap (α β : ℂ) :
    HasSum (fun l => coherent α l * conj (coherent β l))
      (Complex.exp (α * conj β - ((‖α‖ : ℂ) ^ 2 + (‖β‖ : ℂ) ^ 2) / 2)) := by
  have h := NormedSpace.expSeries_div_hasSum_exp (α * conj β)
  rw [← Complex.exp_eq_exp_ℂ] at h
  have h2 := h.mul_left
    ((Real.exp (-‖α‖ ^ 2 / 2) * Real.exp (-‖β‖ ^ 2 / 2) : ℝ) : ℂ)
  have hf : (fun l : ℕ => coherent α l * conj (coherent β l)) = fun l : ℕ =>
      ((Real.exp (-‖α‖ ^ 2 / 2) * Real.exp (-‖β‖ ^ 2 / 2) : ℝ) : ℂ) *
        ((α * conj β) ^ l / (l.factorial : ℂ)) := by
    funext l
    have hs : (√(l.factorial : ℝ) : ℂ) * (√(l.factorial : ℝ) : ℂ) = (l.factorial : ℂ) := by
      rw [← Complex.ofReal_mul, Real.mul_self_sqrt (Nat.cast_nonneg _),
        Complex.ofReal_natCast]
    simp only [coherent, map_mul, map_div₀, map_pow, Complex.conj_ofReal]
    rw [← hs, Complex.ofReal_mul]
    ring
  have hv : Complex.exp (α * conj β - ((‖α‖ : ℂ) ^ 2 + (‖β‖ : ℂ) ^ 2) / 2) =
      ((Real.exp (-‖α‖ ^ 2 / 2) * Real.exp (-‖β‖ ^ 2 / 2) : ℝ) : ℂ) *
        Complex.exp (α * conj β) := by
    rw [← Real.exp_add, Complex.ofReal_exp, ← Complex.exp_add]
    congr 1
    push_cast
    ring
  rw [hf, hv]
  exact h2

/-- Photon loss with transmissivity between 0 and 1 maps the operator `|α⟩⟨β|` to the same
operator with attenuated amplitudes, times the overlap of the states of the lost light. -/
theorem loss_coherence {η : ℝ} (h0 : 0 ≤ η) (h1 : η ≤ 1) (α β : ℂ) (n m : ℕ) :
    HasSum (fun l => kraus η l (coherent α) n * conj (kraus η l (coherent β) m))
      (Complex.exp ((1 - (η : ℂ)) * (α * conj β - ((‖α‖ : ℂ) ^ 2 + (‖β‖ : ℂ) ^ 2) / 2)) *
        (coherent ((√η : ℂ) * α) n * conj (coherent ((√η : ℂ) * β) m))) := by
  have h1' : 0 ≤ 1 - η := sub_nonneg.mpr h1
  have hs : (√(1 - η) : ℂ) ^ 2 = 1 - (η : ℂ) := by exact_mod_cast Real.sq_sqrt h1'
  have hn : ∀ z : ℂ, (‖(√(1 - η) : ℂ) * z‖ : ℂ) ^ 2 = (1 - (η : ℂ)) * (‖z‖ : ℂ) ^ 2 := by
    intro z
    exact_mod_cast photon_number_scaled h1' z
  have hx : (√(1 - η) : ℂ) * α * conj ((√(1 - η) : ℂ) * β) -
      ((‖(√(1 - η) : ℂ) * α‖ : ℂ) ^ 2 + (‖(√(1 - η) : ℂ) * β‖ : ℂ) ^ 2) / 2 =
      (1 - (η : ℂ)) * (α * conj β - ((‖α‖ : ℂ) ^ 2 + (‖β‖ : ℂ) ^ 2) / 2) := by
    rw [hn, hn, map_mul, Complex.conj_ofReal]
    linear_combination (α * conj β) * hs
  -- trace out the lost photons
  have h := (coherent_overlap ((√(1 - η) : ℂ) * α) ((√(1 - η) : ℂ) * β)).mul_right
    (coherent ((√η : ℂ) * α) n * conj (coherent ((√η : ℂ) * β) m))
  rw [hx] at h
  have hf : (fun l : ℕ => kraus η l (coherent α) n * conj (kraus η l (coherent β) m)) =
      fun l : ℕ => coherent ((√(1 - η) : ℂ) * α) l * conj (coherent ((√(1 - η) : ℂ) * β) l) *
        (coherent ((√η : ℂ) * α) n * conj (coherent ((√η : ℂ) * β) m)) := by
    funext l
    rw [kraus_coherent h0 h1, kraus_coherent h0 h1, map_mul]
    ring
  rw [hf]
  exact h

/-- For transmissivity between 0 and 1, loss damps the coherence between the opposite coherent
states `α` and `-α` by the factor `exp (-2 |α|² (1 - η))` and attenuates their amplitudes. -/
theorem cat_coherence {η : ℝ} (h0 : 0 ≤ η) (h1 : η ≤ 1) (α : ℂ) (n m : ℕ) :
    HasSum (fun l => kraus η l (coherent α) n * conj (kraus η l (coherent (-α)) m))
      ((Real.exp (-2 * ‖α‖ ^ 2 * (1 - η)) : ℂ) *
        (coherent ((√η : ℂ) * α) n * conj (coherent (-((√η : ℂ) * α)) m))) := by
  have h := loss_coherence h0 h1 α (-α) n m
  have hc : α * conj α = (‖α‖ : ℂ) ^ 2 := by
    rw [Complex.mul_conj, Complex.normSq_eq_norm_sq, Complex.ofReal_pow]
  have hx : Complex.exp ((1 - (η : ℂ)) *
      (α * conj (-α) - ((‖α‖ : ℂ) ^ 2 + (‖-α‖ : ℂ) ^ 2) / 2)) =
      (Real.exp (-2 * ‖α‖ ^ 2 * (1 - η)) : ℂ) := by
    rw [Complex.ofReal_exp, map_neg, norm_neg]
    congr 1
    push_cast
    linear_combination (-(1 - (η : ℂ))) * hc
  rw [hx, mul_neg] at h
  exact h

end

end CatStateLoss
```

```lean
#print axioms CatStateLoss.kraus_probability
#print axioms CatStateLoss.loss_coherence
#print axioms CatStateLoss.cat_coherence
```

```
'CatStateLoss.kraus_probability' depends on axioms: [propext, Classical.choice, Quot.sound]
'CatStateLoss.loss_coherence' depends on axioms: [propext, Classical.choice, Quot.sound]
'CatStateLoss.cat_coherence' depends on axioms: [propext, Classical.choice, Quot.sound]
```

`kraus_probability` checks the weights: for a fixed total N = n + l, they sum to (η + (1−η))^N = 1. The later theorems do not use it.

`kraus_coherent` is the factorisation. Within it, `hfac` splits the factorial, `hw` separates the square roots, and `he` splits the exponential by means of `photon_number_scaled`. The closing `linear_combination` multiplies `hw'`, the complex form of `hw`, by the remaining common factors.

`coherent_overlap` takes Mathlib's exponential series at αβ* and multiplies it by the two Gaussian prefactors; `hf` matches the terms and `hv` the value.

`loss_coherence` is the result for general α and β. It applies the overlap to the lost light, with `hx` simplifying the exponent, and uses `mul_right` to attach the amplitudes of the remaining light, which do not depend on l. `cat_coherence` then sets β = −α and simplifies the exponent with αα* = |α|², which is `hc`.
